# The long-time mean velocity of an ideally streaming carrier is the same at every positive field

If the low-field mobility is extrapolated to strong fields, the predicted drift velocity grows without limit, even where the energy that a carrier gains is soon lost to an optical phonon. In the streaming model below, where the carrier stops at the instant its kinetic energy reaches one phonon energy, the long-time mean velocity is the same for every constant field strength other than zero.

```lean
import Mathlib

open Filter Topology MeasureTheory Set

namespace StreamingTransport

noncomputable section

/-- Duration of one free flight from rest to the speed `v₀` at acceleration `a`, for positive `a`
and `v₀`. -/
def flightTime (a v₀ : ℝ) : ℝ := v₀ / a

/-- Sawtooth velocity of a streaming carrier with acceleration `a` and emission speed `v₀`, for
positive `a` and `v₀`. -/
def velocity (a v₀ t : ℝ) : ℝ := v₀ * Int.fract (t / flightTime a v₀)

/-- Speed at which the kinetic energy of a carrier of mass `m` equals the energy `ħω` of one optical
phonon, for positive constants. -/
def thresholdSpeed (ħ ω m : ℝ) : ℝ := √(2 * ħ * ω / m)

/-- Average of the signal `f` over the time interval from `0` to `t`, for `t ≠ 0` and `f` integrable
on that interval. -/
def timeAverage (f : ℝ → ℝ) (t : ℝ) : ℝ := (∫ s in (0 : ℝ)..t, f s) / t

/-- For positive `a` and `v₀`, the velocity during the `n`-th flight is the acceleration times
the time elapsed since the flight began. -/
theorem velocity_of_flight {a v₀ t : ℝ} (ha : 0 < a) (hv : 0 < v₀) (n : ℤ)
    (h1 : n * flightTime a v₀ ≤ t) (h2 : t < (n + 1) * flightTime a v₀) :
    velocity a v₀ t = a * (t - n * flightTime a v₀) := by
  have hT : 0 < flightTime a v₀ := div_pos hv ha
  have hfl : ⌊t / flightTime a v₀⌋ = n :=
    Int.floor_eq_iff.mpr ⟨(le_div_iff₀ hT).mpr h1, (div_lt_iff₀ hT).mpr h2⟩
  have haT : a * flightTime a v₀ = v₀ := mul_div_cancel₀ v₀ ha.ne'
  have hq : t / flightTime a v₀ * flightTime a v₀ = t := div_mul_cancel₀ t hT.ne'
  unfold velocity
  rw [← Int.self_sub_floor, hfl]
  linear_combination a * hq - (t / flightTime a v₀ - n) * haT

/-- For positive `a` and `v₀`, the carrier has acceleration `a` at every instant strictly
between two successive emissions. -/
theorem hasDerivAt_velocity {a v₀ t : ℝ} (ha : 0 < a) (hv : 0 < v₀) (n : ℤ)
    (h1 : n * flightTime a v₀ < t) (h2 : t < (n + 1) * flightTime a v₀) :
    HasDerivAt (velocity a v₀) a t := by
  have h : HasDerivAt (fun s : ℝ => a * (s - n * flightTime a v₀)) a t :=
    (((hasDerivAt_id' t).sub_const _).const_mul a).congr_deriv (mul_one a)
  refine h.congr_of_eventuallyEq ?_
  filter_upwards [Ioo_mem_nhds h1 h2] with s hs
  exact velocity_of_flight ha hv n hs.1.le hs.2

/-- For positive `a` and `v₀`, the velocity rises to `v₀` just before the end of each flight
and is zero at its end. -/
theorem velocity_at_emission {a v₀ : ℝ} (ha : 0 < a) (hv : 0 < v₀) (n : ℤ) :
    Tendsto (velocity a v₀) (𝓝[<] ((n + 1) * flightTime a v₀)) (𝓝 v₀) ∧
      velocity a v₀ ((n + 1) * flightTime a v₀) = 0 := by
  have hT : 0 < flightTime a v₀ := div_pos hv ha
  have haT : a * flightTime a v₀ = v₀ := mul_div_cancel₀ v₀ ha.ne'
  constructor
  · have c : Continuous (fun s : ℝ => a * (s - n * flightTime a v₀)) := by fun_prop
    have h : Tendsto (fun s : ℝ => a * (s - n * flightTime a v₀))
        (𝓝[<] ((n + 1) * flightTime a v₀))
        (𝓝 (a * ((n + 1) * flightTime a v₀ - n * flightTime a v₀))) :=
      (c.tendsto _).mono_left nhdsWithin_le_nhds
    rw [show a * ((n + 1) * flightTime a v₀ - n * flightTime a v₀) = v₀ by
      linear_combination haT] at h
    refine h.congr' ?_
    filter_upwards [Ioo_mem_nhdsLT (show n * flightTime a v₀ < (n + 1) * flightTime a v₀ by
      linarith)] with s hs
    exact (velocity_of_flight ha hv n hs.1.le hs.2).symm
  · rw [velocity_of_flight ha hv (n + 1) (by push_cast; exact le_rfl)
      (by push_cast; linarith)]
    push_cast
    ring

/-- For positive constants, the kinetic energy at the threshold speed is one phonon energy. -/
theorem threshold_energy {ħ ω m : ℝ} (hħ : 0 < ħ) (hω : 0 < ω) (hm : 0 < m) :
    m * thresholdSpeed ħ ω m ^ 2 / 2 = ħ * ω := by
  unfold thresholdSpeed
  rw [Real.sq_sqrt (by positivity), mul_div_cancel₀ _ hm.ne']
  ring

/-- For positive `a` and `v₀`, the long-time average of any continuous function of the velocity
is its mean over a uniform distribution of velocities between `0` and `v₀`. -/
theorem timeAverage_observable {a v₀ : ℝ} (ha : 0 < a) (hv : 0 < v₀) {g : ℝ → ℝ}
    (hg : Continuous g) :
    Tendsto (timeAverage fun s => g (velocity a v₀ s)) atTop
      (𝓝 ((∫ v in (0 : ℝ)..v₀, g v) / v₀)) := by
  have hT : 0 < flightTime a v₀ := div_pos hv ha
  have haT : a * flightTime a v₀ = v₀ := mul_div_cancel₀ v₀ ha.ne'
  have hper : Function.Periodic (fun s => g (velocity a v₀ s)) (flightTime a v₀) := by
    intro s
    simp only [velocity]
    rw [add_div, div_self hT.ne', Int.fract_add_one]
  -- the observable is bounded and measurable, hence integrable on bounded intervals
  obtain ⟨C, hC'⟩ := (isCompact_Icc (a := (0 : ℝ)) (b := v₀)).exists_bound_of_continuousOn
    hg.continuousOn
  have hC : ∀ s, ‖g (velocity a v₀ s)‖ ≤ C := fun s => hC' _
    ⟨mul_nonneg hv.le (Int.fract_nonneg _),
      mul_le_of_le_one_right hv.le (Int.fract_lt_one _).le⟩
  have hC0 : 0 ≤ C := (norm_nonneg _).trans (hC 0)
  have hm : Measurable (fun s => velocity a v₀ s) :=
    (measurable_fract.comp (measurable_id.div_const (flightTime a v₀))).const_mul v₀
  have hint : ∀ p q, IntervalIntegrable (fun s => g (velocity a v₀ s)) volume p q :=
    fun p q => ((continuous_const : Continuous fun _ : ℝ => C).intervalIntegrable p q).mono_fun'
      (hg.measurable.comp hm).aestronglyMeasurable (Eventually.of_forall hC)
  -- over one flight, time is traded for velocity
  have hone : ∫ s in (0 : ℝ)..flightTime a v₀, g (velocity a v₀ s)
      = a⁻¹ * ∫ v in (0 : ℝ)..v₀, g v := by
    have h : ∫ s in (0 : ℝ)..flightTime a v₀, g (velocity a v₀ s)
        = ∫ s in (0 : ℝ)..flightTime a v₀, g (a * s) := by
      apply intervalIntegral.integral_congr_ae
      filter_upwards [compl_mem_ae_iff.mpr
        (measure_singleton (μ := (volume : Measure ℝ)) (flightTime a v₀))] with s hs hs'
      rw [uIoc_of_le hT.le] at hs'
      have hlt : s < flightTime a v₀ := lt_of_le_of_ne hs'.2 hs
      rw [velocity_of_flight ha hv 0 (by simpa using hs'.1.le) (by simpa using hlt)]
      simp
    rw [h, intervalIntegral.integral_comp_mul_left g ha.ne', mul_zero, haT, smul_eq_mul]
  obtain ⟨c, hc⟩ : ∃ c, c = (∫ v in (0 : ℝ)..v₀, g v) / v₀ := ⟨_, rfl⟩
  have hcT : c * flightTime a v₀ = ∫ s in (0 : ℝ)..flightTime a v₀, g (velocity a v₀ s) := by
    rw [hone, hc, flightTime, div_mul_div_cancel₀ hv.ne', div_eq_inv_mul]
  rw [← hc]
  -- the deviation from linear growth is periodic, hence bounded
  have hD : Function.Periodic
      (fun t => (∫ s in (0 : ℝ)..t, g (velocity a v₀ s)) - c * t) (flightTime a v₀) := by
    intro t
    have h1 := intervalIntegral.integral_add_adjacent_intervals
      (hint 0 t) (hint t (t + flightTime a v₀))
    have h2 := hper.intervalIntegral_add_eq t 0
    rw [zero_add] at h2
    dsimp only
    linear_combination h2 - h1 - hcT
  have hb : ∀ t, ‖(∫ s in (0 : ℝ)..t, g (velocity a v₀ s)) - c * t‖
      ≤ (C + |c|) * flightTime a v₀ := by
    intro t
    obtain ⟨r, hr, hreq⟩ := hD.exists_mem_Ico₀ hT t
    rw [hreq]
    have b := intervalIntegral.norm_integral_le_of_norm_le_const (a := 0) (b := r)
      (fun s _ => hC s)
    rw [sub_zero, abs_of_nonneg hr.1] at b
    have b2 : ‖c * r‖ = |c| * r := by
      rw [norm_mul, Real.norm_eq_abs, Real.norm_of_nonneg hr.1]
    have b3 : (C + |c|) * r ≤ (C + |c|) * flightTime a v₀ :=
      mul_le_mul_of_nonneg_left hr.2.le (by positivity)
    refine (norm_sub_le _ _).trans ?_
    linarith
  -- division by the elapsed time removes the bounded deviation
  have hz : Tendsto (fun t => ((∫ s in (0 : ℝ)..t, g (velocity a v₀ s)) - c * t) / t)
      atTop (𝓝 0) := by
    refine squeeze_zero_norm' (a := fun t => (C + |c|) * flightTime a v₀ / t) ?_
      (tendsto_const_nhds.div_atTop tendsto_id)
    filter_upwards [eventually_gt_atTop (0 : ℝ)] with t ht
    rw [norm_div, Real.norm_of_nonneg ht.le]
    exact (div_le_div_iff_of_pos_right ht).mpr (hb t)
  have hfin := hz.add_const c
  rw [zero_add] at hfin
  refine hfin.congr' ?_
  filter_upwards [eventually_gt_atTop (0 : ℝ)] with t ht
  simp only [timeAverage]
  rw [sub_div, mul_div_cancel_right₀ _ ht.ne', sub_add_cancel]

/-- For positive constants and any field `E > 0`, the mean streaming velocity tends to
`√(ħω/(2m))`, the mean kinetic energy tends to `ħω/3`, and this velocity lies strictly below
`√(8ħω/(3πm))`. -/
theorem streaming_saturation {m e E ħ ω : ℝ} (hm : 0 < m) (he : 0 < e) (hE : 0 < E)
    (hħ : 0 < ħ) (hω : 0 < ω) :
    Tendsto (timeAverage (velocity (e * E / m) (thresholdSpeed ħ ω m))) atTop
        (𝓝 √(ħ * ω / (2 * m))) ∧
      Tendsto (timeAverage fun t => m * velocity (e * E / m) (thresholdSpeed ħ ω m) t ^ 2 / 2)
        atTop (𝓝 (ħ * ω / 3)) ∧
      √(ħ * ω / (2 * m)) < √(8 * ħ * ω / (3 * Real.pi * m)) := by
  have ha : 0 < e * E / m := by positivity
  have hv : 0 < thresholdSpeed ħ ω m := Real.sqrt_pos.mpr (by positivity)
  have hs := threshold_energy hħ hω hm
  refine ⟨?_, ?_, ?_⟩
  · -- the mean velocity is half the threshold speed
    have h := timeAverage_observable ha hv (g := fun v => v) continuous_id
    have h1 : ħ * ω / (2 * m) = (thresholdSpeed ħ ω m / 2) ^ 2 := by
      rw [div_eq_iff (by positivity)]
      linear_combination -hs
    have h2 : (∫ v in (0 : ℝ)..thresholdSpeed ħ ω m, v) / thresholdSpeed ħ ω m
        = √(ħ * ω / (2 * m)) := by
      rw [h1, Real.sqrt_sq (by positivity), integral_id, div_eq_iff hv.ne']
      ring
    rw [← h2]
    exact h
  · -- the mean kinetic energy is a third of its threshold value
    have h := timeAverage_observable ha hv (g := fun v => m * v ^ 2 / 2) (by fun_prop)
    have h2 : (∫ v in (0 : ℝ)..thresholdSpeed ħ ω m, m * v ^ 2 / 2) / thresholdSpeed ħ ω m
        = ħ * ω / 3 := by
      rw [intervalIntegral.integral_div, intervalIntegral.integral_const_mul, integral_pow,
        div_eq_iff hv.ne']
      push_cast
      linear_combination (thresholdSpeed ħ ω m / 3) * hs
    rw [← h2]
    exact h
  · apply Real.sqrt_lt_sqrt (by positivity)
    have hp : 0 < ħ * ω * m := by positivity
    rw [div_lt_div_iff₀ (by positivity) (by positivity)]
    nlinarith [mul_nonneg hp.le (sub_nonneg.mpr Real.pi_le_four)]

end

end StreamingTransport
```

```lean
#print axioms StreamingTransport.hasDerivAt_velocity
#print axioms StreamingTransport.velocity_at_emission
#print axioms StreamingTransport.streaming_saturation
```

```
'StreamingTransport.hasDerivAt_velocity' depends on axioms: [propext, Classical.choice, Quot.sound]
'StreamingTransport.velocity_at_emission' depends on axioms: [propext, Classical.choice, Quot.sound]
'StreamingTransport.streaming_saturation' depends on axioms: [propext, Classical.choice, Quot.sound]
```

## Two long-time averages and a comparison

Let a carrier have effective mass $m$ and charge of magnitude $e$, let the field have constant strength $E$, and let the optical phonon have energy $\hbar\omega$. All five constants $m, e, E, \hbar, \omega$ are positive real numbers. The acceleration is $a = eE/m$, and the speed at which the kinetic energy equals one phonon energy is
$$v_0 = \sqrt{\frac{2\hbar\omega}{m}}.$$

The theorem `streaming_saturation` makes three statements about the velocity $v(t)$ of this carrier:

- The average of $v$ over $[0,t]$ tends to $\sqrt{\hbar\omega/(2m)}$ as $t\to\infty$.
- The average of $mv^2/2$ over $[0,t]$ tends to $\hbar\omega/3$.
- The first of these limits is strictly smaller than $\sqrt{8\hbar\omega/(3\pi m)}$.

Neither limit contains $E$. The velocity in the third statement is a familiar estimate of the saturation velocity for hot carriers that lose energy to optical phonons while their directions of motion are almost random. The file takes it only as a number to compare with. The streaming value is about 77% of it.

The more general theorem `timeAverage_observable` holds for any positive $a$ and $v_0$ and any continuous function $g$ of the velocity:
$$\frac1t\int_0^t g(v(s))\,ds \;\longrightarrow\; \frac1{v_0}\int_0^{v_0} g(v)\,dv .$$
In the long run, the carrier's velocities are therefore distributed uniformly between $0$ and $v_0$.

## Free flight, emission, rest

The carrier starts from rest and gains speed at the constant rate $a$. At $v_0$ it emits a phonon, gives up all its kinetic energy and begins again. One flight lasts $T = v_0/a$, which is `flightTime`. The definition `velocity` writes the resulting sawtooth in one formula, $v(t) = v_0\,\mathrm{fract}(t/T)$, where $\mathrm{fract}$ is the fractional part. The speed $v_0$ built from the phonon energy is `thresholdSpeed`, and `timeAverage` is the integral from $0$ to $t$ divided by $t$. In Lean, a long-time limit is written as `Tendsto` along `atTop`.

The sawtooth is a definition and isn't derived from a scattering rate. Four short theorems show that it has the intended physics:

- `velocity_of_flight`: for $nT \le t < (n+1)T$ the velocity is $a(t-nT)$.
- `hasDerivAt_velocity`: strictly between two emissions, $dv/dt = a$.
- `velocity_at_emission`: the velocity tends to $v_0$ as the end of a flight is approached from earlier times, and is $0$ at the end itself.
- `threshold_energy`: $m v_0^2/2 = \hbar\omega$.

The model is strongly idealised. It has a single carrier in a parabolic band, moving along one line, with no phonon absorption and no other scattering. Emission at the threshold is certain and immediate. In a real material, other collisions interrupt the flights at weak fields, and at strong fields carriers pass the threshold before they emit. A Monte Carlo transport code restricted to this model, including the immediate emission at the threshold, should over a long run give a mean velocity close to $v_0/2$ and a nearly flat velocity histogram, provided that the velocity is sampled uniformly in time. Sampled only just before each emission, it would always be $v_0$.

## One flight, with time traded for velocity

During flight number $n$ the ratio $t/T$ lies in $[n, n+1)$, so its fractional part is $t/T - n$. Since $v_0 = aT$,
$$v(t) = v_0\left(\frac tT - n\right) = a(t - nT).$$
In `velocity_of_flight` the two inequalities on $t$ fix the integer part of $t/T$, and `linear_combination` does the algebra. The statements about the derivative and about the emission follow, because near the relevant instant the sawtooth agrees with this linear function. The value at the end of flight $n$ is read off as the start of flight $n+1$.

Now take a continuous $g$. On the first flight $v(s) = as$, and the substitution $v = as$ gives
$$\int_0^T g(v(s))\,ds = \int_0^T g(as)\,ds = \frac1a\int_0^{v_0} g(v)\,dv .$$
This is the step `hone` in the general theorem. At the single instant $s = T$ the sawtooth has already dropped to zero and differs from $as$. One point has measure zero, so the proof discards it and then applies the substitution rule.

Define
$$c = \frac1{v_0}\int_0^{v_0} g(v)\,dv .$$
Because $T = v_0/a$, the integral over one flight equals $cT$, which is `hcT`. The field disappears here: a stronger field shortens the flight and reduces the integral over it by the same factor.

## From one flight to long times

The average has to converge for all large $t$, including times in the middle of a flight. Let
$$D(t) = \int_0^t g(v(s))\,ds - ct$$
be the deviation of the accumulated integral from linear growth. The function $g(v(s))$ has period $T$, so its integral over any interval of length $T$ is $cT$, and
$$D(t+T) - D(t) = \int_t^{t+T} g(v(s))\,ds - cT = 0 .$$
So $D$ is periodic (`hD`), and every value of $D$ already occurs at some $r$ in $[0,T)$. A continuous function is bounded on a closed interval, so $|g(v)| \le C$ for $0\le v\le v_0$ and some constant $C$. Hence
$$|D(t)| = |D(r)| \le Cr + |c|r \le (C+|c|)\,T ,$$
which is `hb`. Division by $t>0$ gives
$$\left|\frac1t\int_0^t g(v(s))\,ds - c\right| \le \frac{(C+|c|)\,T}{t} \longrightarrow 0 .$$
The step `hz` is this squeeze, and the last lines of the proof add $c$ back.

## The two moments and the inequality

With $g(v) = v$ the limit is
$$\frac1{v_0}\cdot\frac{v_0^2}{2} = \frac{v_0}{2} = \sqrt{\frac{\hbar\omega}{2m}} .$$
With $g(v) = mv^2/2$ it is
$$\frac1{v_0}\cdot\frac{m v_0^3}{6} = \frac13\cdot\frac{m v_0^2}{2} = \frac{\hbar\omega}{3} .$$
The proof of `streaming_saturation` applies the general theorem to these two functions, evaluates the integrals, and uses `threshold_energy` to replace $v_0$ by the phonon energy.

For the comparison, the square root is strictly increasing on non-negative numbers, so it is enough to show that
$$\frac{\hbar\omega}{2m} < \frac{8\hbar\omega}{3\pi m} .$$
Multiplying out the positive denominators and cancelling the positive factor $\hbar\omega m$ leaves $3\pi < 16$. The bound $\pi \le 4$ gives $3\pi \le 12$, and `nlinarith` finishes from there.

## Zero field

The hypothesis $E > 0$ is needed. Take $m = e = \hbar = \omega = 1$ and $E = 0$. The carrier never leaves rest, so its mean velocity is $0$ at all times, whereas the formula would give $1/\sqrt2$. The Lean definition agrees with the physics in this case: division by zero returns zero, and the sawtooth is then zero throughout.

There is no conflict with the fact that the limit is the same at every positive field, however weak. As $E$ decreases, the flight time $T$ grows, and for $0 < t < T$ the average velocity is only $at/2$. A weaker field leads to the same mean velocity, but the carrier must be followed for longer before the average comes close to it.
